# Exact sampling of discretised paths between fixed endpoints for a strictly positive matrix

Let \(S\) be a finite set of states, such as the points of a spatial grid, and let \(M\) be a real matrix indexed by \(S\) with \(M(a,b)>0\) for all \(a,b\). The entry \(M(a,b)\) is the weight of one link of an imaginary-time path from \(a\) to \(b\). Its positivity is assumed; physically, it means that link weights carry no signs and that every state can be reached from every other in one link. The entry \((M^r)(a,b)\) is the propagator over \(r\) links.

A path has fixed endpoints \(x\) and \(y\), \(N\) interior beads and \(P=N+1\) links. The case \(N=0\), a single link, is allowed.

In Lean 4 with Mathlib:

```lean
import Mathlib

open Finset

namespace ExactBridgeSampling

noncomputable section

variable {S : Type*}
```

## Beads, weights and conditional choices

The interior beads are a function `q : Fin N → S`. The full path \(p\) is numbered from zero:

\[
p_0=x,\qquad p_{k+1}=q_k\ (0\le k<N),\qquad p_{N+1}=y .
\]

The definition `bead` continues the sequence with \(y\) forever, which lets paths be indexed by all natural numbers.

```lean
/-- The beads of a discretised path: bead `0` is `x`, the next `N` beads are the interior
beads `q`, and all later ones are `y`. -/
def bead {N : ℕ} (x y : S) (q : Fin N → S) : ℕ → S
  | 0 => x
  | k + 1 => if h : k < N then q ⟨k, h⟩ else y
```

The weight of the first \(P\) links is

\[
W_P(p)=\prod_{k=0}^{P-1}M(p_k,p_{k+1}).
\]

```lean
/-- The weight of the first `P` links of a path: the product of the link matrix elements. -/
def pathWeight (M : Matrix S S ℝ) (P : ℕ) (p : ℕ → S) : ℝ :=
  ∏ k ∈ range P, M (p k) (p (k + 1))
```

Two facts about the numbering are needed: bead \(N+1\) is \(y\), and deleting bead \(0\) leaves a path that starts at the first interior bead.

```lean
/-- Bead `N + 1` of a path with `N` interior beads is the prescribed endpoint `y`. -/
theorem bead_last {N : ℕ} (x y : S) (q : Fin N → S) : bead x y q (N + 1) = y := by
  simp [bead]

/-- Removing the starting bead of a path leaves the path that starts at its first
interior bead. -/
theorem bead_cons {N : ℕ} (x y b : S) (q : Fin N → S) (k : ℕ) :
    bead x y (Fin.cons (α := fun _ => S) b q) (k + 1) = bead b y q k := by
  cases k with
  | zero => simp [bead]
  | succ k =>
    by_cases h : k < N
    · have h' : k + 1 < N + 1 := by omega
      simp only [bead, dif_pos h, dif_pos h']
      rfl
    · have h' : ¬ k + 1 < N + 1 := by omega
      simp only [bead, dif_neg h, dif_neg h']
```

Write \(p'_k=p_{k+1}\) for the path without its starting bead. Splitting off the first link gives

\[
W_{P+1}(p)=M(p_0,p_1)\,W_P(p').
\]

```lean
/-- The weight of a path is the weight of its first link times that of the remaining path. -/
theorem pathWeight_succ (M : Matrix S S ℝ) (P : ℕ) (p : ℕ → S) :
    pathWeight M (P + 1) p = M (p 0) (p 1) * pathWeight M P (fun k => p (k + 1)) := by
  unfold pathWeight
  rw [Finset.prod_range_succ']
  exact mul_comm _ _
```

Suppose the present bead is \(a\), and \(r\) links will remain after the next bead is placed. The next bead is put at \(b\) with probability

\[
\pi_r(b\mid a)=\frac{M(a,b)\,(M^r)(b,y)}{(M^{r+1})(a,y)} .
\]

The link weight is thus multiplied by the total weight of all ways to finish the path from \(b\).

```lean
variable [Fintype S] [DecidableEq S]

/-- The probability of placing the next bead at `b`, given the present bead `a`, when `r`
links will remain between `b` and the endpoint `y`. -/
def bridgeStep (M : Matrix S S ℝ) (y : S) (r : ℕ) (a b : S) : ℝ :=
  M a b * (M ^ r) b y / (M ^ (r + 1)) a y
```

Step \(k\), with \(k=0,\dots,N-1\), places bead \(k+1\) and leaves \(r=N-k\ge1\) links. The probability of the whole sequence is the product of the conditional probabilities,

\[
B_N(p)=\prod_{k=0}^{N-1}\pi_{N-k}(p_{k+1}\mid p_k).
\]

This chain rule is the definition of `bridgeProb`. Probabilities are real numbers here; no random variable or sampling program is modelled.

```lean
/-- The probability that `N` successive bridge choices produce the beads `p 1, ..., p N`
from the starting bead `p 0`. -/
def bridgeProb (M : Matrix S S ℝ) (y : S) (N : ℕ) (p : ℕ → S) : ℝ :=
  ∏ k ∈ range N, bridgeStep M y (N - k) (p k) (p (k + 1))
```

## Each choice is a probability distribution

The denominators are positive by induction on \(r\): \(M\) has positive entries, and

\[
(M^{r+2})(a,b)=\sum_c M(a,c)\,(M^{r+1})(c,b)
\]

is a non-empty sum of positive terms.

```lean
/-- The propagator over one or more links of a strictly positive matrix is strictly
positive. -/
theorem propagator_pos {M : Matrix S S ℝ} (hM : ∀ a b, 0 < M a b) (r : ℕ) (a b : S) :
    0 < (M ^ (r + 1)) a b := by
  induction r generalizing a with
  | zero => simpa using hM a b
  | succ r ih =>
    rw [pow_succ', Matrix.mul_apply]
    exact Finset.sum_pos (fun c _ => mul_pos (hM a c) (ih c)) ⟨a, mem_univ a⟩
```

Normalisation is matrix multiplication:

\[
\sum_b\pi_r(b\mid a)=\frac{\sum_b M(a,b)(M^r)(b,y)}{(M^{r+1})(a,y)}=1 .
\]

The proof takes the common denominator out of the sum with `Finset.sum_div` and divides a non-zero number by itself.

```lean
/-- The probabilities for placing the next bead sum to one. -/
theorem bridgeStep_sum {M : Matrix S S ℝ} (hM : ∀ a b, 0 < M a b) (y : S) (r : ℕ) (a : S) :
    ∑ b, bridgeStep M y r a b = 1 := by
  have h : (M ^ (r + 1)) a y = ∑ b, M a b * (M ^ r) b y := by
    rw [pow_succ', Matrix.mul_apply]
  unfold bridgeStep
  rw [← Finset.sum_div, ← h]
  exact div_self (propagator_pos hM r a y).ne'
```

## The propagators telescope

For every sequence with \(p_{N+1}=y\),

\[
B_N(p)=\frac{W_{N+1}(p)}{(M^{N+1})(p_0,y)} .
\]

For \(N=0\) the left side is an empty product, and the right side is \(M(p_0,y)/M(p_0,y)=1\). For the induction step, split off the first choice and apply the hypothesis to \(p'\):

\[
\begin{aligned}
B_{N+1}(p)&=\pi_{N+1}(p_1\mid p_0)\,B_N(p')\\
&=\frac{M(p_0,p_1)(M^{N+1})(p_1,y)}{(M^{N+2})(p_0,y)}\cdot\frac{W_{N+1}(p')}{(M^{N+1})(p_1,y)}\\
&=\frac{W_{N+2}(p)}{(M^{N+2})(p_0,y)} .
\end{aligned}
\]

In the code, `hs` is the first line and `h` the induction hypothesis for \(p'\). With `h1` and `h2` recording that the two propagators are non-zero, `field_simp` performs the cancellation.

```lean
/-- For any bead sequence ending at `y`, the product of the bridge choices is the path weight
divided by the propagator between the endpoints. -/
theorem bridgeProb_telescope {M : Matrix S S ℝ} (hM : ∀ a b, 0 < M a b) (y : S) (N : ℕ)
    (p : ℕ → S) (hp : p (N + 1) = y) :
    bridgeProb M y N p = pathWeight M (N + 1) p / (M ^ (N + 1)) (p 0) y := by
  induction N generalizing p with
  | zero =>
    have h := (hM (p 0) y).ne'
    have hp' : p 1 = y := hp
    simp [bridgeProb, pathWeight, hp', h]
  | succ N ih =>
    -- split off the first choice
    have hs : bridgeProb M y (N + 1) p
        = bridgeStep M y (N + 1) (p 0) (p 1) * bridgeProb M y N (fun k => p (k + 1)) := by
      unfold bridgeProb
      rw [Finset.prod_range_succ']
      simp only [Nat.add_sub_add_right, Nat.sub_zero, zero_add]
      exact mul_comm _ _
    have h := ih (fun k => p (k + 1)) hp
    simp only [zero_add] at h
    have h1 := (propagator_pos hM N (p 1) y).ne'
    have h2 := (propagator_pos hM (N + 1) (p 0) y).ne'
    -- the propagator from the first interior bead cancels
    rw [hs, pathWeight_succ, h]
    unfold bridgeStep
    field_simp
```

## The bridge has the exact path distribution

The main theorem combines these results. For each step \(k<N\) and each present state \(a\), the probabilities of the next bead are strictly positive and sum to one. For each choice \(q\) of the interior beads, the path is generated with probability

\[
B_N(p)=\frac{W_{N+1}(p)}{(M^{N+1})(x,y)} .
\]

Positivity uses \(r=N-k\ge1\), which the proof makes explicit by writing \(N-k\) as a successor.

```lean
/-- Exact bridge sampling: every choice of an interior bead has strictly positive, normalised
probabilities, and each path from `x` to `y` is generated with probability equal to its weight
divided by the propagator from `x` to `y`. -/
theorem exact_bridge_sampling {M : Matrix S S ℝ} (hM : ∀ a b, 0 < M a b) (x y : S) (N : ℕ) :
    (∀ k < N, ∀ a, (∀ b, 0 < bridgeStep M y (N - k) a b) ∧
      ∑ b, bridgeStep M y (N - k) a b = 1) ∧
    ∀ q : Fin N → S, bridgeProb M y N (bead x y q)
      = pathWeight M (N + 1) (bead x y q) / (M ^ (N + 1)) x y := by
  refine ⟨fun k hk a => ⟨fun b => ?_, bridgeStep_sum hM y _ a⟩, fun q => ?_⟩
  · obtain ⟨r, hr⟩ : ∃ r, N - k = r + 1 := ⟨N - k - 1, by omega⟩
    rw [hr]
    exact div_pos (mul_pos (hM a b) (propagator_pos hM r b y)) (propagator_pos hM (r + 1) a y)
  · exact bridgeProb_telescope hM y N (bead x y q) (bead_last x y q)
```

Positivity of \(M\) matters. Take three states, \(N=1\), \(x=1\), \(y=2\) and

\[
M=\begin{pmatrix}3&1&1\\1&3&-1\\1&-1&3\end{pmatrix},\qquad (M^2)(1,2)=3\cdot1+1\cdot3+1\cdot(-1)=5 .
\]

This matrix is symmetric with eigenvalues \(1,4,4\), so it has the form \(e^{-\tau H}\) with \(\tau>0\) and a real symmetric \(H\). The formula nevertheless assigns the "probabilities" \(3/5\), \(3/5\) and \(-1/5\) to the three positions of the interior bead. They sum to one but cannot be sampled.

In path-integral Monte Carlo on a finite state space where the powers of \(M\) can be computed, such a bridge redraws a path segment independently of its old interior, with no accept–reject step. The theorem uses the same \(M\) on every link and does not address time-step error, continuous space or the cost of the matrix powers.

## Summing over the interior beads

The denominator is the total weight of all paths between the endpoints:

\[
\sum_{q}W_{N+1}(p)=(M^{N+1})(x,y).
\]

This holds for any real \(M\). The induction sums over the first interior bead \(b\) separately; the remaining sum is the propagator from \(b\) to \(y\), and multiplying by \(M(x,b)\) and summing over \(b\) adds one power of \(M\). `Fin.consEquiv` separates \(b\) from the other beads.

```lean
/-- The sum of the path weights over all interior beads is the propagator between the
endpoints. -/
theorem sum_pathWeight (M : Matrix S S ℝ) (x y : S) (N : ℕ) :
    ∑ q : Fin N → S, pathWeight M (N + 1) (bead x y q) = (M ^ (N + 1)) x y := by
  induction N generalizing x with
  | zero =>
    have h : ∀ q : Fin 0 → S, pathWeight M (0 + 1) (bead x y q) = M x y := by
      intro q
      have h1 : bead x y q 1 = y := bead_last x y q
      rw [pathWeight_succ, h1]
      simp [pathWeight, bead]
    simp only [h]
    simp
  | succ N ih =>
    -- sum over the first interior bead separately
    rw [← (Fin.consEquiv (fun _ : Fin (N + 1) => S)).sum_comp, Fintype.sum_prod_type,
      pow_succ', Matrix.mul_apply]
    refine Finset.sum_congr rfl fun b _ => ?_
    rw [← ih b, Finset.mul_sum]
    refine Finset.sum_congr rfl fun q _ => ?_
    change pathWeight M (N + 1 + 1) (bead x y (Fin.cons (α := fun _ => S) b q)) = _
    have h0 : bead x y (Fin.cons (α := fun _ => S) b q) 1 = b := bead_cons x y b q 0
    have h1 : (fun k => bead x y (Fin.cons (α := fun _ => S) b q) (k + 1)) = bead b y q :=
      funext (bead_cons x y b q)
    rw [pathWeight_succ, h0, h1]
    rfl
```

Dividing by the propagator shows that the path probabilities sum to one.

```lean
/-- The probabilities of all paths generated between two fixed endpoints sum to one. -/
theorem sum_bridgeProb {M : Matrix S S ℝ} (hM : ∀ a b, 0 < M a b) (x y : S) (N : ℕ) :
    ∑ q : Fin N → S, bridgeProb M y N (bead x y q) = 1 := by
  simp only [(exact_bridge_sampling hM x y N).2]
  rw [← Finset.sum_div, sum_pathWeight]
  exact div_self (propagator_pos hM N x y).ne'
```

## Closed ring polymers

For a ring, both endpoints are the same bead \(x\), which is now drawn as well, with probability \((M^P)(x,x)/\operatorname{tr}M^P\). A bridge from \(x\) to \(x\) follows, and the diagonal propagator cancels:

\[
\frac{(M^P)(x,x)}{\operatorname{tr}M^P}\cdot\frac{W_P(p)}{(M^P)(x,x)}=\frac{W_P(p)}{\operatorname{tr}M^P}.
\]

Here \(\operatorname{tr}M^P\) is the partition function of the discretised model. The theorem states that it is positive and that each ring, with its starting bead labelled, has this probability. Exchange of identical particles is not included.

```lean
/-- Drawing the starting bead `x` from the normalised diagonal of the propagator and then a
bridge from `x` to `x` generates each closed ring polymer with probability equal to its weight
divided by the trace of the propagator, which is strictly positive. -/
theorem ring_polymer_sampling {M : Matrix S S ℝ} (hM : ∀ a b, 0 < M a b) (x : S) (N : ℕ)
    (q : Fin N → S) :
    0 < (M ^ (N + 1)).trace ∧
    (M ^ (N + 1)) x x / (M ^ (N + 1)).trace * bridgeProb M x N (bead x x q)
      = pathWeight M (N + 1) (bead x x q) / (M ^ (N + 1)).trace := by
  have ht : 0 < (M ^ (N + 1)).trace :=
    Finset.sum_pos (fun i _ => propagator_pos hM N i i) ⟨x, mem_univ x⟩
  refine ⟨ht, ?_⟩
  have h1 := (propagator_pos hM N x x).ne'
  have h2 := ht.ne'
  rw [(exact_bridge_sampling hM x x N).2 q]
  field_simp

end

end ExactBridgeSampling
```

```lean
#print axioms ExactBridgeSampling.exact_bridge_sampling
-- 'ExactBridgeSampling.exact_bridge_sampling' depends on axioms: [propext, Classical.choice, Quot.sound]
#print axioms ExactBridgeSampling.sum_bridgeProb
-- 'ExactBridgeSampling.sum_bridgeProb' depends on axioms: [propext, Classical.choice, Quot.sound]
#print axioms ExactBridgeSampling.ring_polymer_sampling
-- 'ExactBridgeSampling.ring_polymer_sampling' depends on axioms: [propext, Classical.choice, Quot.sound]
```
